# Every group of rotations about a lattice point that preserve a planar lattice is cyclic, of order 1, 2, 3, 4 or 6

The theorem `crystal_rotations_cyclic` is the crystallographic restriction in the plane: a group of rotations about the origin that map a lattice onto itself is cyclic and has 1, 2, 3, 4 or 6 elements. Rotations are complex numbers of modulus 1, and the lattice is the infinite set of integer combinations of two displacements `α` and `β`. Only `α ≠ 0` is assumed, so `β` may even be zero or parallel to `α`; reflections and translations are not among the operations considered. The proof uses `rotation_pow` to show that each rotation has fourth or sixth power 1, so that all of them are twelfth roots of unity. It concludes that the group is finite by mapping it injectively into the set of those roots, and then applies `cyclic_of_faithful`.

Lean 4 with Mathlib refuses this proof:

```lean
import Mathlib

open Matrix

namespace CrystalRotationsCyclic

noncomputable section

/-- The points of the plane reached by integer combinations of the displacements `α` and `β`. -/
def latticePoints (α β : ℂ) : Set ℂ := {v | ∃ m n : ℤ, v = m * α + n * β}

/-- The rotations about the origin that map the lattice generated by `α` and `β` onto itself. -/
def rotationGroup (α β : ℂ) : Subgroup Circle where
  carrier := {z | ∀ v : ℂ, v ∈ latticePoints α β ↔ (z : ℂ) * v ∈ latticePoints α β}
  one_mem' := fun v => by simp
  mul_mem' := fun {z w} hz hw v => by
    rw [Circle.coe_mul, mul_assoc]
    exact (hw v).trans (hz _)
  inv_mem' := fun {z} hz v => by
    have h := hz (((z⁻¹ : Circle) : ℂ) * v)
    rw [← mul_assoc, ← Circle.coe_mul, mul_inv_cancel, Circle.coe_one, one_mul] at h
    exact h.symm

/-- A rotation `z` that sends `α ≠ 0` and `β` to integer combinations of `α` and `β`
returns to the identity after four or after six applications. -/
theorem rotation_pow {z α β : ℂ} (hz : ‖z‖ = 1) (hα : α ≠ 0) {a b c d : ℤ}
    (h1 : z * α = a * α + c * β) (h2 : z * β = b * α + d * β) : z ^ 4 = 1 ∨ z ^ 6 = 1 := by
  -- the characteristic equation has integer coefficients
  obtain ⟨t, n, hq⟩ : ∃ t n : ℤ, z * z - t * z + n = 0 := by
    refine ⟨a + d, a * d - b * c, mul_right_cancel₀ hα ?_⟩
    push_cast
    linear_combination (z - d) * h1 + c * h2
  have him := congrArg Complex.im hq
  simp only [Complex.add_im, Complex.sub_im, Complex.mul_im, Complex.intCast_re,
    Complex.intCast_im, Complex.zero_im] at him
  have hn : Complex.normSq z = 1 := by rw [Complex.normSq_eq_norm_sq, hz]; norm_num
  rw [Complex.normSq_apply] at hn
  by_cases hy : z.im = 0
  · have hzz : z * z = 1 := by
      rw [hy] at hn
      apply Complex.ext
      · rw [Complex.mul_re, hy, Complex.one_re]; linarith
      · rw [Complex.mul_im, hy, Complex.one_im]; ring
    left
    linear_combination (z * z + 1) * hzz
  · -- for a non-real rotation the trace is twice the cosine
    have ht : (t : ℝ) = 2 * z.re := mul_right_cancel₀ hy (by linear_combination -him)
    have hy2 : 0 < z.im * z.im := mul_self_pos.mpr hy
    have ht4 : (t : ℝ) ^ 2 < 4 := by rw [ht]; nlinarith
    have ht4' : t ^ 2 < 4 := by exact_mod_cast ht4
    have hlo : -2 < t := by nlinarith
    have hhi : t < 2 := by nlinarith
    have hzz : z * z = t * z - 1 := by
      apply Complex.ext
      · simp only [Complex.sub_re, Complex.mul_re, Complex.intCast_re, Complex.intCast_im,
          Complex.one_re]
        linear_combination (-z.re) * ht - hn
      · simp only [Complex.sub_im, Complex.mul_im, Complex.intCast_re, Complex.intCast_im,
          Complex.one_im]
        linear_combination (-z.im) * ht
    have hcases : t = -1 ∨ t = 0 ∨ t = 1 := by omega
    rcases hcases with h | h | h <;> rw [h] at hzz <;> push_cast at hzz
    · right; linear_combination (z - 1) * (z ^ 3 + 1) * hzz
    · left; linear_combination (z ^ 2 - 1) * hzz
    · right; linear_combination (z + 1) * (z ^ 3 - 1) * hzz

/-- A finite group represented faithfully by complex numbers whose fourth or sixth power is 1
is cyclic and has 1, 2, 3, 4 or 6 elements. -/
theorem cyclic_of_faithful {G : Type*} [Group G] [Finite G] (f : G →* ℂ)
    (hf : Function.Injective f) (h : ∀ g, f g ^ 4 = 1 ∨ f g ^ 6 = 1) :
    IsCyclic G ∧ Nat.card G ∈ ({1, 2, 3, 4, 6} : Finset ℕ) := by
  have hc : IsCyclic G := isCyclic_of_injective_ringHom f hf
  refine ⟨hc, ?_⟩
  obtain ⟨g, hg⟩ := hc.exists_generator
  rw [← orderOf_eq_card_of_forall_mem_zpowers hg]
  have key : ∀ n < 7, (n ∣ 4 ∨ n ∣ 6) → n ∈ ({1, 2, 3, 4, 6} : Finset ℕ) := by decide
  have hd : orderOf g ∣ 4 ∨ orderOf g ∣ 6 :=
    (h g).imp (fun e => orderOf_dvd_of_pow_eq_one (hf (by rw [map_pow, e, map_one])))
      (fun e => orderOf_dvd_of_pow_eq_one (hf (by rw [map_pow, e, map_one])))
  refine key _ ?_ hd
  rcases hd with e | e
  · have := Nat.le_of_dvd (by norm_num) e
    omega
  · have := Nat.le_of_dvd (by norm_num) e
    omega

/-- Any group of rotations about the origin that preserve the lattice generated by `α ≠ 0` and
`β` is cyclic and has 1, 2, 3, 4 or 6 elements. -/
theorem crystal_rotations_cyclic {α β : ℂ} (hα : α ≠ 0) (H : Subgroup Circle)
    (hH : H ≤ rotationGroup α β) :
    IsCyclic H ∧ Nat.card H ∈ ({1, 2, 3, 4, 6} : Finset ℕ) := by
  have hpow : ∀ z : H, ((z : Circle) : ℂ) ^ 4 = 1 ∨ ((z : Circle) : ℂ) ^ 6 = 1 := fun z => by
    obtain ⟨a, c, h1⟩ := (hH z.2 α).mp ⟨1, 0, by simp⟩
    obtain ⟨b, d, h2⟩ := (hH z.2 β).mp ⟨0, 1, by simp⟩
    exact rotation_pow (Circle.norm_coe _) hα h1 h2
  -- all these rotations are twelfth roots of unity, so there are finitely many
  have h12 : ∀ z : H, ((z : Circle) : ℂ) ∈ (Polynomial.nthRoots 12 (1 : ℂ)).toFinset :=
    fun z => by
      rw [Multiset.mem_toFinset, Polynomial.mem_nthRoots (by norm_num)]
      rcases hpow z with h | h
      · calc ((z : Circle) : ℂ) ^ 12 = (((z : Circle) : ℂ) ^ 4) ^ 3 := by ring
          _ = 1 := by rw [h, one_pow]
      · calc ((z : Circle) : ℂ) ^ 12 = (((z : Circle) : ℂ) ^ 6) ^ 2 := by ring
          _ = 1 := by rw [h, one_pow]
  have hfin : Finite H := Finite.of_injective
    (fun z : H => (⟨((z : Circle) : ℂ), h12 z⟩ :
      {w : ℂ // w ∈ (Polynomial.nthRoots 12 (1 : ℂ)).toFinset}))
    (fun x y h => Subtype.ext (Circle.ext (congrArg Subtype.val h)))
  exact cyclic_of_faithful (Circle.coeHom.comp H.subtype)
    (fun x y h => Subtype.ext (Circle.ext h)) hpow

end

end CrystalRotationsCyclic
```

The error:

```
Main.lean:108:64: error: Application type mismatch: The argument
  h
has type
  (fun z => ⟨↑↑z, ⋯⟩) x = (fun z => ⟨↑↑z, ⋯⟩) y
but is expected to have type
  ↑x = ↑y
in the application
  congrArg Subtype.val h
```

Diagnosis. The error lies in the proof that the map into the twelfth roots of unity is injective. There `h` says that `x` and `y` have equal images in the subtype of roots, and `congrArg Subtype.val h` should turn this into an equality of complex numbers.

But `Circle.ext` already expects an equality between the complex values of two `Circle` elements, and Lean used that expected type to interpret `congrArg` before checking `h`. A `Circle` element is itself a complex number bundled with a proof, so Lean took `Subtype.val` to be the projection from `Circle`. It therefore required `h` to be the equality `↑x = ↑y` in `Circle`, which is not what `h` says.

The repair first states `hv := congrArg Subtype.val h` with no expected type, so `h` determines which subtype is projected. The resulting equality reduces by computation to the one `Circle.ext` needs, and `Circle.ext hv` is accepted. The switch to a `by` block only makes room for this intermediate step.

After these edits no error is left:

```diff
@@ -106,5 +106,7 @@
     (fun z : H => (⟨((z : Circle) : ℂ), h12 z⟩ :
       {w : ℂ // w ∈ (Polynomial.nthRoots 12 (1 : ℂ)).toFinset}))
-    (fun x y h => Subtype.ext (Circle.ext (congrArg Subtype.val h)))
+    (fun x y h => by
+      have hv := congrArg Subtype.val h
+      exact Subtype.ext (Circle.ext hv))
   exact cyclic_of_faithful (Circle.coeHom.comp H.subtype)
     (fun x y h => Subtype.ext (Circle.ext h)) hpow
```
